# Finite Lorentz fits with nonzero strengths and no overdamped oscillator are unique on any frequency interval

Suppose two finite sums of Lorentz oscillators agree on some nonempty open interval of real frequencies. If every oscillator is damped at most critically and every strength is nonzero, the two sums contain the same oscillators with the same strengths. This follows from a statement about zero response, for distinct oscillators that are again damped at most critically: if

$$R(w)=\sum_{p\in S}\frac{c_p}{w_p^2-w^2-i g_p w}$$

vanishes on such an interval, every $c_p$ is zero. If $S$ has $N$ oscillators, zero response at $2N-1$ distinct real frequencies is already enough for this. When two fits are compared, $N$ counts the distinct oscillators of both together.

The physical question is whether an optical spectrum known only in a window determines the resonances used to describe it. Each term is the steady response of a damped charge on a spring, with resonance frequency $w_p$, damping rate $g_p$ (often written $\gamma$ or $\Gamma$) and strength $c_p$. In time-domain electromagnetic simulation a material's permittivity is often entered as a constant background plus such a sum. If the background is known, every strength is nonzero and every oscillator is damped at most critically, the result says that exact complex values in a window fix all the oscillator parameters. The step to measured data is left open: two fits that agree only within noise may have quite different parameters.

```lean
import Mathlib

open Polynomial

namespace LorentzFitUniqueness

noncomputable section
```

## Oscillators, strengths and the sign of the damping

An oscillator is a pair $p=(w_p,g_p)$ of real numbers, written `p.1` and `p.2` in the code. Its denominator is needed at complex frequencies $z$ as well as real ones:

$$D_p(z)=w_p^2-z^2-i g_p z .$$

The sign of the last term belongs to the time dependence $e^{-iwt}$.

```lean
/-- The Lorentz denominator `w₀² - z² - i g z` of an oscillator `p = (w₀, g)` with resonance
frequency `w₀` and damping rate `g`, at complex frequency `z`. -/
def den (p : ℝ × ℝ) (z : ℂ) : ℂ :=
  (p.1 : ℂ) ^ 2 - z ^ 2 - Complex.I * (p.2 : ℂ) * z
```

A fit is a finite set $S$ of pairs together with a complex strength for each pair. Because $S$ is a set, its oscillators are automatically distinct; two of them may still share a resonance frequency or a damping rate. The function `c` is defined on all pairs, but only its values on $S$ enter. There is no constant background term, so a known background has to be subtracted first.

```lean
/-- The response of a finite set `S` of oscillators with complex strengths `c`, at frequencies `z`
where no denominator vanishes. -/
def response (S : Finset (ℝ × ℝ)) (c : ℝ × ℝ → ℂ) (z : ℂ) : ℂ :=
  ∑ p ∈ S, c p / den p z
```

The condition on each oscillator is $0<g_p\le 2w_p$. Positive damping means that free motion dies out, and the upper bound says that it does so at most critically damped. The name `NotOverdamped` is slightly narrower than it sounds, since it also excludes undamped oscillators. A Drude term, with $w_p=0$, is excluded too.

```lean
/-- The oscillator `(w₀, g)` is damped, but at most critically: `0 < g ≤ 2 w₀`. -/
def NotOverdamped (p : ℝ × ℝ) : Prop := 0 < p.2 ∧ p.2 ≤ 2 * p.1
```

Solving $D_p(z)=0$ gives two roots, $\pm\sqrt{w_p^2-g_p^2/4}-i g_p/2$, which coincide at critical damping. The argument needs only the one with the plus sign:

$$z_p=\sqrt{w_p^2-g_p^2/4}-\tfrac{i}{2}g_p .$$

Its real part is the frequency of the free oscillation, and $g_p/2$ is the decay rate of the amplitude.

```lean
/-- The complex frequency `√(w₀² - g²/4) - i g/2`, for an oscillator that is not overdamped. -/
def pole (p : ℝ × ℝ) : ℂ :=
  ((√(p.1 ^ 2 - (p.2 / 2) ^ 2) : ℝ) : ℂ) - ((p.2 / 2 : ℝ) : ℂ) * Complex.I
```

## Real and imaginary parts of the denominator

Put $z=a-ib$ with $a,b$ real. Then $z^2=a^2-b^2-2iab$ and $-ig_pz=-ig_pa-g_pb$, so

$$D_p(a-ib)=\left(w_p^2-a^2+b^2-g_pb\right)+i\,(2b-g_p)\,a .$$

The denominator vanishes exactly when its real part and its imaginary part $(2b-g_p)\,a$ both do. In the proof, `e` is this identity, obtained from $i^2=-1$, and `Complex.ext_iff` compares the two parts.

```lean
/-- The Lorentz denominator vanishes at the complex frequency `a - i b` exactly when its real and
imaginary parts, written out here, both vanish. -/
theorem den_eq_zero_iff (p : ℝ × ℝ) (a b : ℝ) :
    den p ((a : ℂ) - (b : ℂ) * Complex.I) = 0 ↔
      p.1 ^ 2 - a ^ 2 + b ^ 2 - p.2 * b = 0 ∧ (2 * b - p.2) * a = 0 := by
  have e : den p ((a : ℂ) - (b : ℂ) * Complex.I) =
      ⟨p.1 ^ 2 - a ^ 2 + b ^ 2 - p.2 * b, (2 * b - p.2) * a⟩ := by
    rw [Complex.mk_eq_add_mul_I, den]
    push_cast
    linear_combination ((p.2 : ℂ) * b - (b : ℂ) ^ 2) * Complex.I_sq
  rw [e, Complex.ext_iff]
  simp only [Complex.zero_re, Complex.zero_im]
```

At a real frequency $b=0$, and a zero would require $w_p^2=a^2$ and $g_pa=0$. Since $g_p>0$, the second equation gives $a=0$, and the first then gives $w_p=0$. But $2w_p\ge g_p>0$, so there is no zero and the response is finite at every real frequency.

```lean
/-- The denominator of an oscillator that is not overdamped has no zero at real frequencies. -/
theorem den_ne_zero {p : ℝ × ℝ} (hp : NotOverdamped p) (w : ℝ) : den p (w : ℂ) ≠ 0 := by
  obtain ⟨hg, hgw⟩ := hp
  intro h
  obtain ⟨h1, h2⟩ := (den_eq_zero_iff p w 0).1 (by simpa using h)
  have hpos : 0 < p.1 := by linarith
  rcases mul_eq_zero.1 h2 with h3 | h3
  · linarith
  · rw [h3] at h1
    nlinarith [pow_pos hpos 2]
```

## No two oscillators share a pole

Now evaluate the denominator of $q$ at the pole of $p$. With $a=\sqrt{w_p^2-g_p^2/4}$ and $b=g_p/2$, the equation $D_q(z_p)=0$ becomes

$$w_q^2-a^2+b^2-g_qb=0,\qquad (g_p-g_q)\,a=0 .$$

The second equation leaves two cases.

If $g_q=g_p=2b$, the first equation reads $w_q^2=a^2+b^2=w_p^2$. Both frequencies are positive, so $w_q=w_p$.

If $a=0$, then $p$ is critically damped and $b=w_p$. The first equation and the bound on $g_q$ give

$$w_q^2+w_p^2=g_qw_p\le 2w_qw_p,$$

hence $(w_q-w_p)^2\le 0$ and $w_q=w_p$. Putting this back gives $g_q=2w_p=g_p$.

Conversely, $D_p(z_p)=0$ by direct substitution. The Lean proof splits into the same two cases, with `ha` recording the square of the root.

```lean
/-- Among oscillators that are not overdamped, the denominator of `q` vanishes at the pole of `p`
only if `q` and `p` are the same oscillator, and then it does. -/
theorem den_pole_eq_zero_iff {p q : ℝ × ℝ} (hp : NotOverdamped p) (hq : NotOverdamped q) :
    den q (pole p) = 0 ↔ q = p := by
  obtain ⟨hpg, hpw⟩ := hp
  obtain ⟨hqg, hqw⟩ := hq
  have hp1 : 0 < p.1 := by linarith
  have hq1 : 0 < q.1 := by linarith
  have ha := Real.sq_sqrt (show 0 ≤ p.1 ^ 2 - (p.2 / 2) ^ 2 by nlinarith)
  rw [pole, den_eq_zero_iff]
  constructor
  · rintro ⟨h1, h2⟩
    rcases mul_eq_zero.1 h2 with h | h
    · -- equal damping rates, hence equal resonance frequencies
      have hg : q.2 = p.2 := by linarith
      rw [hg] at h1
      have hsq : q.1 ^ 2 = p.1 ^ 2 := by linear_combination h1 + ha
      exact Prod.ext ((sq_eq_sq₀ hq1.le hp1.le).1 hsq) hg
    · -- critical damping: the pole lies on the imaginary axis
      rw [h] at h1 ha
      have h3 : p.2 / 2 = p.1 :=
        (sq_eq_sq₀ (by linarith) hp1.le).1 (by linear_combination ha)
      rw [h3] at h1
      have h4 : (q.1 - p.1) ^ 2 = 0 :=
        le_antisymm (by nlinarith [mul_nonneg hp1.le (sub_nonneg.2 hqw)]) (sq_nonneg _)
      have h5 : q.1 = p.1 := sub_eq_zero.1 (pow_eq_zero_iff two_ne_zero |>.1 h4)
      rw [h5] at h1
      have h6 : q.2 = 2 * p.1 :=
        mul_left_cancel₀ hp1.ne' (by linear_combination -h1)
      exact Prod.ext h5 (by linarith)
  · intro h
    rw [h]
    exact ⟨by linear_combination -ha, by ring⟩
```

The upper bound on the damping does real work here. If overdamped oscillators are admitted freely, uniqueness fails: the pairs $(\sqrt2,3)$, $(\sqrt6,5)$ and $(\sqrt3,4)$ have poles at $-i,-2i$, at $-2i,-3i$ and at $-i,-3i$, and partial fractions show that their responses with strengths $1$, $1$ and $-2$ add up to zero at every real frequency.

## From $2N-1$ samples to zero strengths

Let $S$ contain $N\ge1$ oscillators; for an empty set there is nothing to show. Multiplying the response by all the denominators gives the numerator

$$P(z)=\sum_{r\in S}c_r\prod_{q\in S,\;q\ne r}D_q(z).$$

Each product has $N-1$ factors of degree two, so $P$ has degree at most $2N-2$. At a real frequency $w$ no denominator vanishes, and

$$P(w)=R(w)\prod_{q\in S}D_q(w).$$

If $R$ vanishes at $2N-1$ distinct real frequencies, so does $P$. That is more zeros than its degree allows, so $P$ is the zero polynomial, and it may now be evaluated anywhere in the complex plane.

At $z=z_p$, every term with $r\ne p$ contains the factor $D_p(z_p)=0$. What remains is

$$0=P(z_p)=c_p\prod_{q\in S,\;q\ne p}D_q(z_p).$$

No factor of this product vanishes, because no other oscillator shares the pole $z_p$. Hence $c_p=0$. For $N=1$ the product is empty and equals one, and a single sample suffices.

In the code, `F` is the set of sample frequencies, and `2 * S.card ≤ F.card + 1` says that there are at least $2N-1$ of them. `hPdeg` is the degree bound, `hnum` the relation between numerator and response, `hPzero` the vanishing of $P$, and `hs` the reduction to one term.

```lean
/-- If the response of `N` distinct oscillators, none overdamped, vanishes at `2 N - 1` or more
distinct real frequencies, then every strength is zero. -/
theorem strengths_eq_zero_of_samples (S : Finset (ℝ × ℝ)) (c : ℝ × ℝ → ℂ)
    (hS : ∀ p ∈ S, NotOverdamped p) (F : Finset ℝ) (hF : 2 * S.card ≤ F.card + 1)
    (h : ∀ w ∈ F, response S c (w : ℂ) = 0) : ∀ p ∈ S, c p = 0 := by
  intro p hp
  have hcard : 0 < S.card := Finset.card_pos.2 ⟨p, hp⟩
  let D : ℝ × ℝ → ℂ[X] := fun q =>
    C ((q.1 : ℂ) ^ 2) - X ^ 2 - C (Complex.I * (q.2 : ℂ)) * X
  have hD : ∀ q z, (D q).eval z = den q z := by
    intro q z
    simp [D, den]
  have hdeg : ∀ q, (D q).natDegree ≤ 2 := by
    intro q
    simp only [D]
    compute_degree
  -- the numerator of the response over the common denominator
  let P : ℂ[X] := ∑ r ∈ S, C (c r) * ∏ q ∈ S.erase r, D q
  have hP : ∀ z, P.eval z = ∑ r ∈ S, c r * ∏ q ∈ S.erase r, den q z := by
    intro z
    simp only [P, Polynomial.eval_finsetSum, eval_mul, eval_C, eval_prod, hD]
  have hPdeg : P.natDegree ≤ 2 * (S.card - 1) := by
    refine natDegree_sum_le_of_forall_le S _ (fun r hr => ?_)
    refine (natDegree_C_mul_le _ _).trans ((natDegree_prod_le _ _).trans ?_)
    calc ∑ q ∈ S.erase r, (D q).natDegree ≤ ∑ q ∈ S.erase r, 2 :=
          Finset.sum_le_sum fun q _ => hdeg q
      _ = 2 * (S.card - 1) := by
          rw [Finset.sum_const, Finset.card_erase_of_mem hr, smul_eq_mul, mul_comm]
  -- it has more zeros than its degree allows
  have hPzero : P = 0 := by
    refine eq_zero_of_natDegree_lt_card_of_eval_eq_zero' P
      (F.image (fun w : ℝ => (w : ℂ))) ?_ ?_
    · intro z hz
      obtain ⟨w, hw, rfl⟩ := Finset.mem_image.1 hz
      have hnum : ∑ r ∈ S, c r * ∏ q ∈ S.erase r, den q (w : ℂ) =
          (∏ q ∈ S, den q (w : ℂ)) * response S c (w : ℂ) := by
        rw [response, Finset.mul_sum]
        refine Finset.sum_congr rfl fun r hr => ?_
        have hne := den_ne_zero (hS r hr) w
        have hc : den r (w : ℂ) * (c r / den r (w : ℂ)) = c r := by field_simp
        rw [← Finset.mul_prod_erase S (fun q => den q (w : ℂ)) hr, mul_right_comm, hc]
      rw [hP, hnum, h w hw, mul_zero]
    · rw [Finset.card_image_of_injective _ Complex.ofReal_injective]
      omega
  -- at the pole of `p` only the term of `p` survives
  have hz := hP (pole p)
  rw [hPzero, eval_zero] at hz
  have hs := Finset.sum_eq_single_of_mem
    (f := fun r => c r * ∏ q ∈ S.erase r, den q (pole p)) p hp
    (fun r _ hrp => mul_eq_zero_of_right _
      (Finset.prod_eq_zero (Finset.mem_erase.2 ⟨hrp.symm, hp⟩)
        ((den_pole_eq_zero_iff (hS p hp) (hS p hp)).2 rfl)))
  have h0 : c p * ∏ q ∈ S.erase p, den q (pole p) = 0 := hs.symm.trans hz.symm
  exact (mul_eq_zero.1 h0).resolve_right (Finset.prod_ne_zero_iff.2 fun q hq hq0 =>
    (Finset.mem_erase.1 hq).1
      ((den_pole_eq_zero_iff (hS p hp) (hS q (Finset.mem_erase.1 hq).2)).1 hq0))
```

A nonempty open interval contains infinitely many frequencies. The proof picks $2N$ of them, one more than necessary, and applies the sample theorem.

```lean
/-- If the response of finitely many distinct oscillators, none overdamped, vanishes on a nonempty
open interval of real frequencies, then every strength is zero. -/
theorem strengths_eq_zero_of_interval (S : Finset (ℝ × ℝ)) (c : ℝ × ℝ → ℂ)
    (hS : ∀ p ∈ S, NotOverdamped p) {a b : ℝ} (hab : a < b)
    (h : ∀ w ∈ Set.Ioo a b, response S c ((w : ℝ) : ℂ) = 0) : ∀ p ∈ S, c p = 0 := by
  obtain ⟨F, hFs, hFc⟩ := (Set.Ioo_infinite hab).exists_subset_card_eq (2 * S.card)
  exact strengths_eq_zero_of_samples S c hS F (by omega) fun w hw => h w (hFs hw)
```

## Two fits that agree on an interval

Let $(S,c)$ and $(T,d)$ be two fits with equal responses on the interval. Their difference is the response of the united set $S\cup T$ with strengths

$$e_p=\begin{cases}c_p-d_p & p\in S\cap T,\\ c_p & p\in S\setminus T,\\ -d_p & p\in T\setminus S.\end{cases}$$

This response vanishes on the interval, so every $e_p$ is zero. An oscillator belonging only to $S$ would have $c_p=0$, and one belonging only to $T$ would have $d_p=0$; both contradict the assumption of nonzero strengths. Therefore $S=T$, and $c_p=d_p$ throughout. The assumption on the strengths is natural, since an oscillator of zero strength leaves no trace in the spectrum.

In Lean, the two `if` expressions encode $e_p$, `key` states that it vanishes, and `hST` and `hTS` are the two inclusions.

```lean
/-- Two Lorentz fits with nonzero strengths and no overdamped oscillator that agree on a nonempty
open interval of real frequencies have the same oscillators and the same strengths. -/
theorem lorentz_fit_unique (S T : Finset (ℝ × ℝ)) (c d : ℝ × ℝ → ℂ)
    (hS : ∀ p ∈ S, NotOverdamped p) (hT : ∀ p ∈ T, NotOverdamped p)
    (hc : ∀ p ∈ S, c p ≠ 0) (hd : ∀ p ∈ T, d p ≠ 0) {a b : ℝ} (hab : a < b)
    (h : ∀ w ∈ Set.Ioo a b, response S c ((w : ℝ) : ℂ) = response T d (w : ℂ)) :
    S = T ∧ ∀ p ∈ S, c p = d p := by
  -- the difference of the fits is a response of the united set of oscillators
  have key := strengths_eq_zero_of_interval (S ∪ T)
    (fun p => (if p ∈ S then c p else 0) - (if p ∈ T then d p else 0))
    (fun p hp => (Finset.mem_union.1 hp).elim (hS p) (hT p)) hab (by
      intro w hw
      have hw' := h w hw
      simp only [response] at hw'
      simp only [response, sub_div, ite_div, zero_div, Finset.sum_sub_distrib,
        Finset.sum_ite_mem, Finset.union_inter_cancel_left, Finset.union_inter_cancel_right]
      exact sub_eq_zero.2 hw')
  have hST : ∀ p ∈ S, p ∈ T := by
    intro p hp
    by_contra hn
    have h1 := key p (Finset.mem_union_left _ hp)
    simp only [if_pos hp, if_neg hn, sub_zero] at h1
    exact hc p hp h1
  have hTS : ∀ p ∈ T, p ∈ S := by
    intro p hp
    by_contra hn
    have h1 := key p (Finset.mem_union_right _ hp)
    simp only [if_pos hp, if_neg hn, zero_sub, neg_eq_zero] at h1
    exact hd p hp h1
  refine ⟨Finset.Subset.antisymm hST hTS, fun p hp => ?_⟩
  have h1 := key p (Finset.mem_union_left _ hp)
  simp only [if_pos hp, if_pos (hST p hp)] at h1
  exact sub_eq_zero.1 h1
```

## Two oscillators that cancel at two frequencies

For $N=2$ the sample theorem asks for three frequencies, and two can fail. Take the oscillators $(2,\tfrac32)$ and $(3,4)$. Cross-multiplying the equation $3/D_{(2,3/2)}(w)=8/D_{(3,4)}(w)$ leaves

$$3\,(9-w^2-4iw)-8\,(4-w^2-\tfrac32 iw)=5\,(w^2-1),$$

which is zero at $w=\pm1$. With strengths $3$ and $-8$ the total response therefore vanishes at both frequencies, although neither strength is zero. The negative strength is to be read as a difference between two fits, one with each oscillator. For real strengths the response at $-w$ is the complex conjugate of the response at $w$, so in the laboratory these two samples amount to a single measurement at frequency $1$.

```lean
/-- The oscillators `(2, 3/2)` and `(3, 4)`, with strengths `3` and `8`, have equal responses at
the two real frequencies `w = 1` and `w = -1`. -/
theorem two_samples_not_enough (w : ℝ) (hw : w ^ 2 = 1) :
    3 / den (2, 3 / 2) (w : ℂ) = 8 / den (3, 4) (w : ℂ) := by
  have h1 : NotOverdamped (2, 3 / 2) := ⟨by norm_num, by norm_num⟩
  have h2 : NotOverdamped (3, 4) := ⟨by norm_num, by norm_num⟩
  have hw' : (w : ℂ) ^ 2 = 1 := by exact_mod_cast hw
  rw [div_eq_div_iff (den_ne_zero h1 w) (den_ne_zero h2 w)]
  simp only [den]
  push_cast
  linear_combination 5 * hw'

end

end LorentzFitUniqueness
```

```lean
#print axioms LorentzFitUniqueness.lorentz_fit_unique
#print axioms LorentzFitUniqueness.two_samples_not_enough
```

```
'LorentzFitUniqueness.lorentz_fit_unique' depends on axioms: [propext, Classical.choice, Quot.sound]
'LorentzFitUniqueness.two_samples_not_enough' depends on axioms: [propext, Classical.choice, Quot.sound]
```

## The same cancellation in a least-squares fit

When the oscillators are held fixed and only the strengths are fitted to complex values of the response, the calculation is a linear least-squares problem with the matrix

$$A_{kp}=\frac{1}{w_p^2-w_k^2-ig_pw_k},$$

which has one row per sample frequency $w_k$ and one column per oscillator. A vector of strengths with $Ac=0$ is a response that vanishes at all the samples. With at least $2N-1$ distinct frequencies, and oscillators that all satisfy $0<g_p\le 2w_p$, the sample theorem leaves only $c=0$, so the columns are linearly independent, $A^\dagger A$ is invertible, and the best-fit strengths are unique.

For the two oscillators above, the samples $w=1$ and $w=-1$ give

$$A=\begin{pmatrix}\dfrac{1}{3-\frac32 i}&\dfrac{1}{8-4i}\\[2ex]\dfrac{1}{3+\frac32 i}&\dfrac{1}{8+4i}\end{pmatrix}.$$

The first column is $8/3$ times the second, so any multiple of $(3,-8)$ can be added to the strengths without changing the fitted values. A third sample at $w=2$ adds the row $\left(\tfrac{1}{-3i},\tfrac{1}{5-8i}\right)$. On this row the strengths $(3,-8)$ give $i-\tfrac{8}{5-8i}=\tfrac{-40+25i}{89}$, which is not zero, and the strengths are then determined.
